# Two displaced harmonic wells with a common Hessian have a unique lowest crossing point

A search for a minimum-energy crossing between two uncoupled electronic states can test whether the energies agree and the gradient of one state is a multiple of the gradient of the gap. For general surfaces, passing this test only shows that the energy is stationary along the seam of crossings. For two uncoupled harmonic surfaces with the same positive definite Hessian and distinct minima, exactly one geometry passes this test, and it is the lowest crossing. The model therefore gives a crossing optimizer a known answer to reproduce.

## The two wells and their seam

Geometries are vectors in a real inner product space \(V\) of any dimension.

In Lean 4 with Mathlib:

```lean
import Mathlib

noncomputable section

namespace HarmonicCrossing

variable {V : Type*} [NormedAddCommGroup V] [InnerProductSpace ℝ V]
```

The Hessian \(H\) is a bounded linear operator, symmetric and strictly positive on nonzero displacements. Positivity says that every displacement from the minimum costs energy. Overall translations and rotations of a free molecule cost none, so \(V\) must leave them out.

```lean
/-- A Hessian of a stable harmonic well: a symmetric operator that is strictly positive on
nonzero displacements. -/
structure IsHessian (H : V →L[ℝ] V) : Prop where
  selfAdj : ∀ x y, inner ℝ (H x) y = inner ℝ x (H y)
  pos : ∀ x, x ≠ 0 → 0 < inner ℝ x (H x)
```

The surfaces are \(E_1(x)=\tfrac12\langle x-a,H(x-a)\rangle\), written `surface H a 0`, and \(E_2(x)=\tfrac12\langle x-b,H(x-b)\rangle+D\), written `surface H b D`. Sharing \(H\) means that the force constants do not change between the states.

```lean
/-- The harmonic energy surface with Hessian `H`, minimum position `a` and offset `c`. -/
def surface (H : V →L[ℝ] V) (a : V) (c : ℝ) (x : V) : ℝ :=
  inner ℝ (x - a) (H (x - a)) / 2 + c
```

Put \(d=b-a\). The reorganization energy is \(L=\tfrac12\langle d,Hd\rangle\).

```lean
/-- The reorganization energy `L`: the harmonic energy of the displacement from `a` to `b`. -/
def reorg (H : V →L[ℝ] V) (a b : V) : ℝ :=
  inner ℝ (b - a) (H (b - a)) / 2
```

The seam is the set where \(E_1=E_2\). Coupling between the states is absent, so avoided crossings and conical intersections are not described.

```lean
/-- The seam: all geometries at which the two surfaces have equal energy. -/
def seam (H : V →L[ℝ] V) (a b : V) (D : ℝ) : Set V :=
  {x | surface H a 0 x = surface H b D x}
```

The candidate for the lowest crossing is \(m=a+td\), with \(t=(L+D)/(2L)\).

```lean
/-- The point `a + t (b - a)` with `t = (L + D) / (2 L)`, for distinct minima `a` and `b`
and a positive definite `H`. -/
def crossing (H : V →L[ℝ] V) (a b : V) (D : ℝ) : V :=
  a + ((reorg H a b + D) / (2 * reorg H a b)) • (b - a)
```

## (a) Sign of the reorganization energy

**Task.** For \(a\ne b\), show that \(L>0\).

**Solution.** Since \(d\ne0\), positivity gives \(\langle d,Hd\rangle>0\); halve it.

```lean
/-- The reorganization energy between distinct minima is positive. -/
theorem reorg_pos {H : V →L[ℝ] V} (hH : IsHessian H) {a b : V} (hab : a ≠ b) :
    0 < reorg H a b :=
  half_pos (hH.pos _ (sub_ne_zero.2 hab.symm))
```

## (b) The gap as an affine function

**Task.** Show that
\[E_1(x)-E_2(x)=\langle d,H(x-a)\rangle-(L+D).\]

**Solution.** Let \(u=x-a\), so \(x-b=u-d\). By symmetry of \(H\),
\[\langle u-d,H(u-d)\rangle=\langle u,Hu\rangle-2\langle d,Hu\rangle+2L.\]
Halve this, add \(D\) and subtract the result from \(E_1\). In the proof, `s` is the symmetry and `q` the expansion.

```lean
/-- The energy gap of the two surfaces is an affine function of the geometry. -/
theorem gap_eq {H : V →L[ℝ] V} (hH : IsHessian H) (a b : V) (D : ℝ) (x : V) :
    surface H a 0 x - surface H b D x
      = inner ℝ (b - a) (H (x - a)) - (reorg H a b + D) := by
  have s : inner ℝ (x - a) (H (b - a)) = inner ℝ (b - a) (H (x - a)) :=
    (hH.selfAdj _ _).symm.trans (real_inner_comm _ _)
  -- expand the second well around the first minimum
  have q : inner ℝ (x - b) (H (x - b)) = inner ℝ (x - a) (H (x - a))
      - 2 * inner ℝ (b - a) (H (x - a)) + inner ℝ (b - a) (H (b - a)) := by
    have e : x - b = (x - a) - (b - a) := by abel
    rw [e, H.map_sub (x - a) (b - a), inner_sub_left, inner_sub_right, inner_sub_right, s]
    ring
  unfold surface reorg
  linarith
```

## (c) Energy along the seam

**Task.** For \(a\ne b\) and \(x\) on the seam, show that
\[E_1(x)=\frac{(L+D)^2}{4L}+\tfrac12\langle x-m,H(x-m)\rangle.\]

**Solution.** By (b), the seam condition is \(\langle d,Hu\rangle=L+D\), which is `g` in the proof. Since \(x-m=u-td\),
\[\tfrac12\langle x-m,H(x-m)\rangle=E_1(x)-t(L+D)+t^2L.\]
Inserting \(t\) gives \(t(L+D)-t^2L=(L+D)^2/(4L)\). The proof establishes the expansion `q` for every factor, then `field_simp` and `ring` finish the algebra.

```lean
/-- On the seam, the energy is `(L + D)² / (4 L)` plus the harmonic energy of the displacement
from the crossing point. -/
theorem seam_energy {H : V →L[ℝ] V} (hH : IsHessian H) {a b : V} (hab : a ≠ b) (D : ℝ)
    {x : V} (hx : x ∈ seam H a b D) :
    surface H a 0 x = (reorg H a b + D) ^ 2 / (4 * reorg H a b)
      + inner ℝ (x - crossing H a b D) (H (x - crossing H a b D)) / 2 := by
  have hL := (reorg_pos hH hab).ne'
  have g : inner ℝ (b - a) (H (x - a)) = reorg H a b + D := by
    have h1 := gap_eq hH a b D x
    have h2 : surface H a 0 x = surface H b D x := hx
    linarith
  have s : inner ℝ (x - a) (H (b - a)) = reorg H a b + D :=
    ((hH.selfAdj _ _).symm.trans (real_inner_comm _ _)).trans g
  have dd : inner ℝ (b - a) (H (b - a)) = 2 * reorg H a b := by
    unfold reorg; ring
  have hS : surface H a 0 x = inner ℝ (x - a) (H (x - a)) / 2 := add_zero _
  -- complete the square for a displacement `t (b - a)`
  have q : ∀ t : ℝ, inner ℝ (x - a - t • (b - a)) (H (x - a - t • (b - a)))
      = inner ℝ (x - a) (H (x - a)) - 2 * t * (reorg H a b + D)
        + t ^ 2 * (2 * reorg H a b) := by
    intro t
    rw [H.map_sub (x - a) (t • (b - a)), H.map_smul t (b - a), inner_sub_left,
      inner_sub_right, inner_sub_right, real_inner_smul_left, real_inner_smul_left,
      real_inner_smul_right, real_inner_smul_right, g, s, dd]
    ring
  rw [hS, crossing, sub_add_eq_sub_sub, q]
  field_simp
  ring
```

## (d) Position relative to the minima

**Task.** For \(a\ne b\), show that \(m\) lies on the segment from \(a\) to \(b\) exactly when \(|D|\le L\).

**Solution.** Segment points are \(a+\theta d\) with \(0\le\theta\le1\). As \(d\ne0\), such a point equals \(m\) only if \(\theta=t\); this is the step using `smul_left_injective`. Then \(0\le t\le1\) means \(0\le L+D\le2L\), or \(-L\le D\le L\).

```lean
/-- The crossing point lies on the straight segment between the two minima exactly when the
offset does not exceed the reorganization energy in magnitude. -/
theorem crossing_mem_segment_iff {H : V →L[ℝ] V} (hH : IsHessian H) {a b : V} (hab : a ≠ b)
    (D : ℝ) : crossing H a b D ∈ segment ℝ a b ↔ |D| ≤ reorg H a b := by
  have hL := reorg_pos hH hab
  have h2L : 0 < 2 * reorg H a b := by linarith
  rw [segment_eq_image', abs_le]
  constructor
  · rintro ⟨θ, ⟨h0, h1⟩, h⟩
    have h' : θ • (b - a) = ((reorg H a b + D) / (2 * reorg H a b)) • (b - a) :=
      add_left_cancel (a := a) h
    have e := smul_left_injective ℝ (sub_ne_zero.2 hab.symm) h'
    rw [eq_div_iff h2L.ne'] at e
    have p0 := mul_nonneg h0 h2L.le
    have p1 := mul_nonneg (sub_nonneg.2 h1) h2L.le
    constructor <;> nlinarith
  · rintro ⟨h1, h2⟩
    exact ⟨_, ⟨div_nonneg (by linarith) h2L.le, (div_le_one h2L).2 (by linarith)⟩, rfl⟩
```

## (e) A stiffened Hessian

**Task.** For a fixed vector \(w\in V\) and \(k\ge0\), show that \(Sx=x+k\langle w,x\rangle w\) is a valid Hessian.

```lean
/-- The operator `x ↦ x + k ⟨w, x⟩ w`. For `k > 0` and `w ≠ 0` it is the Hessian of an isotropic
well stiffened along the direction `w`. -/
def stiffened (w : V) (k : ℝ) : V →L[ℝ] V :=
  ContinuousLinearMap.id ℝ V + k • (innerSL ℝ w).smulRight w
```

**Solution.** The expression \(\langle Sx,y\rangle=\langle x,y\rangle+k\langle w,x\rangle\langle w,y\rangle\) is symmetric in \(x\) and \(y\). For \(x\ne0\), \(\langle x,Sx\rangle=\|x\|^2+k\langle w,x\rangle^2>0\). The two bullets of the proof are these two checks.

```lean
/-- The stiffened isotropic well has a valid Hessian for every `k ≥ 0`. -/
theorem isHessian_witness (w : V) {k : ℝ} (hk : 0 ≤ k) : IsHessian (stiffened w k) := by
  have key : ∀ x, stiffened w k x = x + k • (inner ℝ w x • w) := fun x => rfl
  constructor
  · intro x y
    rw [key, key, inner_add_left, inner_add_right, real_inner_smul_left, real_inner_smul_left,
      real_inner_smul_right, real_inner_smul_right, real_inner_comm w x]
    ring
  · intro x hx
    rw [key, inner_add_right, real_inner_smul_right, real_inner_smul_right,
      real_inner_comm w x]
    have h1 : 0 < inner ℝ x x := real_inner_self_pos.2 hx
    have h2 := mul_nonneg hk (mul_self_nonneg (inner ℝ w x))
    linarith
```

## (f) Gradient of one well

**Task.** With \(V\) complete, as it always is in finite dimension, show that a well with minimum \(a\) and any constant offset has gradient \(H(x-a)\).

**Solution.** Along \(v\), the product rule gives
\[\tfrac12\bigl(\langle u,Hv\rangle+\langle v,Hu\rangle\bigr)=\langle Hu,v\rangle,\]
where symmetry merges the halves. The product rule enters at `h3`.

```lean
variable [CompleteSpace V]

/-- The gradient of a harmonic surface is the Hessian applied to the displacement from its
minimum. -/
theorem hasGradientAt_surface {H : V →L[ℝ] V} (hH : IsHessian H) (a : V) (c : ℝ) (x : V) :
    HasGradientAt (surface H a c) (H (x - a)) x := by
  rw [hasGradientAt_iff_hasFDerivAt]
  have h1 : HasFDerivAt (fun y : V => y - a) (ContinuousLinearMap.id ℝ V) x :=
    (hasFDerivAt_id x).sub_const a
  have h2 : HasFDerivAt (fun y : V => H (y - a)) (H.comp (ContinuousLinearMap.id ℝ V)) x :=
    H.hasFDerivAt.comp x h1
  have h3 := ((h1.inner ℝ h2).mul_const (1 / 2 : ℝ)).add_const c
  have h4 := h3.congr_of_eventuallyEq (f₁ := surface H a c)
    (Filter.Eventually.of_forall fun y => by
      change inner ℝ (y - a) (H (y - a)) / 2 + c = inner ℝ (y - a) (H (y - a)) * (1 / 2) + c
      ring)
  refine h4.congr_fderiv (ContinuousLinearMap.ext fun v => ?_)
  change (1 / 2 : ℝ) * (inner ℝ (x - a) (H v) + inner ℝ v (H (x - a)))
    = inner ℝ (H (x - a)) v
  -- symmetry of the Hessian merges the two halves
  have s := hH.selfAdj (x - a) v
  have r := real_inner_comm v (H (x - a))
  linarith
```

## (g) Gradient of the gap

**Task.** Show that \(\nabla(E_1-E_2)(x)=Hd\) at every \(x\).

**Solution.** By (f), it is \(H(x-a)-H(x-b)=H(b-a)\).

```lean
/-- The gradient of the energy gap is the same vector `H (b - a)` at every geometry. -/
theorem hasGradientAt_gap {H : V →L[ℝ] V} (hH : IsHessian H) (a b : V) (D : ℝ) (x : V) :
    HasGradientAt (fun y => surface H a 0 y - surface H b D y) (H (b - a)) x := by
  rw [hasGradientAt_iff_hasFDerivAt]
  have e : H (b - a) = H (x - a) - H (x - b) := by
    simp only [map_sub]
    abel
  rw [e]
  exact ((hasGradientAt_surface hH a 0 x).hasFDerivAt.fun_sub
    (hasGradientAt_surface hH b D x).hasFDerivAt).congr_fderiv (map_sub _ _ _).symm
```

## (h) The lowest crossing and the gradient test

**Task.** For \(a\ne b\), show that \(m\) is on the seam, that
\[E_1(m)=\frac{(L+D)^2}{4L},\]
that every other seam point is strictly higher, and that a seam point \(x\) satisfies \(\nabla E_1(x)=\mu\nabla(E_1-E_2)(x)\) for some real \(\mu\) exactly when \(x=m\).

**Solution.** At \(m\), \(\langle d,H(td)\rangle=2Lt=L+D\), so the gap in (b) vanishes. Part (c) at \(x=m\) gives the energy; at any other seam point its quadratic term is positive.

If the gradients are parallel, \(H(u-\mu d)=0\). Positivity forces \(u=\mu d\), which is `hu`. The seam equation then reads \(2L\mu=L+D\), so \(\mu=t\) and \(x=m\). Conversely, \(\nabla E_1(m)=tHd\).

In the limiting case \(D=-L\), the crossing sits at the minimum \(a\) with energy zero. There \(\nabla E_1=0\), and the test is met with \(\mu=0\).

```lean
/-- The crossing point lies on the seam, has energy `(L + D)² / (4 L)`, is strictly lower than
every other seam point, and is the only seam point where the gradient of the first surface is a
multiple of the gradient of the gap. -/
theorem minimum_energy_crossing {H : V →L[ℝ] V} (hH : IsHessian H) {a b : V} (hab : a ≠ b)
    (D : ℝ) :
    crossing H a b D ∈ seam H a b D ∧
    surface H a 0 (crossing H a b D) = (reorg H a b + D) ^ 2 / (4 * reorg H a b) ∧
    (∀ x ∈ seam H a b D, x ≠ crossing H a b D →
      surface H a 0 (crossing H a b D) < surface H a 0 x) ∧
    (∀ x ∈ seam H a b D,
      (∃ μ : ℝ, gradient (surface H a 0) x
        = μ • gradient (fun y => surface H a 0 y - surface H b D y) x)
      ↔ x = crossing H a b D) := by
  have hL := reorg_pos hH hab
  have h2L : 2 * reorg H a b ≠ 0 := by linarith
  have dd : inner ℝ (b - a) (H (b - a)) = 2 * reorg H a b := by
    unfold reorg; ring
  have hm : crossing H a b D - a
      = ((reorg H a b + D) / (2 * reorg H a b)) • (b - a) := add_sub_cancel_left _ _
  have mem : crossing H a b D ∈ seam H a b D := by
    have g := gap_eq hH a b D (crossing H a b D)
    rw [hm, H.map_smul, real_inner_smul_right, dd, div_mul_cancel₀ _ h2L, sub_self] at g
    exact sub_eq_zero.1 g
  have en : surface H a 0 (crossing H a b D)
      = (reorg H a b + D) ^ 2 / (4 * reorg H a b) := by
    rw [seam_energy hH hab D mem, sub_self, inner_zero_left, zero_div, add_zero]
  refine ⟨mem, en, fun x hx hne => ?_, fun x hx => ?_⟩
  · have p := hH.pos _ (sub_ne_zero.2 hne)
    rw [en, seam_energy hH hab D hx]
    linarith
  · rw [(hasGradientAt_surface hH a 0 x).gradient, (hasGradientAt_gap hH a b D x).gradient]
    constructor
    · rintro ⟨μ, h⟩
      -- a positive definite Hessian is injective, so the displacement is along `b - a`
      have hu : x - a = μ • (b - a) := by
        by_contra hne
        have p := hH.pos _ (sub_ne_zero.2 hne)
        rw [H.map_sub (x - a) (μ • (b - a)), H.map_smul μ (b - a), h, sub_self,
          inner_zero_right] at p
        exact lt_irrefl _ p
      -- the seam equation fixes the factor
      have g := gap_eq hH a b D x
      have hx' : surface H a 0 x = surface H b D x := hx
      rw [h, real_inner_smul_right, dd, hx', sub_self] at g
      have hμ : μ = (reorg H a b + D) / (2 * reorg H a b) := by
        rw [eq_div_iff h2L]
        linarith
      rw [crossing, ← hμ, ← hu]
      abel
    · intro h
      exact ⟨(reorg H a b + D) / (2 * reorg H a b), by rw [h, hm, H.map_smul]⟩

end HarmonicCrossing
```

```lean
#print axioms HarmonicCrossing.crossing_mem_segment_iff
#print axioms HarmonicCrossing.minimum_energy_crossing
```

```
'HarmonicCrossing.crossing_mem_segment_iff' depends on axioms: [propext, Classical.choice, Quot.sound]
'HarmonicCrossing.minimum_energy_crossing' depends on axioms: [propext, Classical.choice, Quot.sound]
```
